# Time evolution of a qubit coupled to a spin bath through Z ⊗ ∑ₖ gₖZₖ is diagonal, with energy phases

A central qubit is coupled to N bath qubits by the Hamiltonian H = Z ⊗ ∑ₖ gₖZₖ, with real couplings gₖ and no other terms, so the bath qubits do not interact with one another. The lemma `propagator_eq` states that, in units with ħ = 1, exp(−itH) is a diagonal matrix in the computational basis. Its entry for central state a and bath configuration s is exp(−itE(a, s)), where E(a, s) = z(a) ∑ₖ gₖz(sₖ) and z is +1 or −1. The proof puts H in diagonal form, moves the exponential inside the diagonal, and then compares the entries one by one.

An attempt in Lean 4 with a fault in it:

```lean
import Mathlib

open Matrix
open scoped Kronecker
open NormedSpace

namespace SpinBathDephasing

noncomputable section

/-- The eigenvalue of Pauli Z on a computational basis state: +1 on e0 and -1 on e1. -/
def z (a : Fin 2) : ℝ := if a = 0 then 1 else -1

/-- The Pauli Z matrix of the central qubit. -/
def pauliZ : Matrix (Fin 2) (Fin 2) ℂ := Matrix.diagonal fun a => (z a : ℂ)

/-- Pauli Z acting on bath qubit `k`, as a matrix on the space of all `N` bath qubits. -/
def bathZ {N : ℕ} (k : Fin N) : Matrix (Fin N → Fin 2) (Fin N → Fin 2) ℂ :=
  Matrix.diagonal fun s => (z (s k) : ℂ)

/-- The coupling Hamiltonian Z ⊗ ∑ₖ gₖ Zₖ. -/
def hamiltonian {N : ℕ} (g : Fin N → ℝ) :
    Matrix (Fin 2 × (Fin N → Fin 2)) (Fin 2 × (Fin N → Fin 2)) ℂ :=
  pauliZ ⊗ₖ ∑ k, (g k : ℂ) • bathZ k

/-- The energy of the joint basis state with central qubit `a` and bath configuration `s`. -/
def energy {N : ℕ} (g : Fin N → ℝ) (a : Fin 2) (s : Fin N → Fin 2) : ℝ :=
  z a * ∑ k, g k * z (s k)

/-- The time evolution operator exp(-itH), in units with ħ = 1. -/
def propagator {N : ℕ} (g : Fin N → ℝ) (t : ℝ) :
    Matrix (Fin 2 × (Fin N → Fin 2)) (Fin 2 × (Fin N → Fin 2)) ℂ :=
  NormedSpace.exp ((-(Complex.I * (t : ℂ))) • hamiltonian g)

/-- The Hamiltonian is diagonal in the computational basis, with the stated energies. -/
theorem hamiltonian_eq {N : ℕ} (g : Fin N → ℝ) :
    hamiltonian g = Matrix.diagonal fun p => (energy g p.1 p.2 : ℂ) := by
  have h : ∑ k, (g k : ℂ) • bathZ k =
      Matrix.diagonal fun s : Fin N → Fin 2 => ((∑ k, g k * z (s k) : ℝ) : ℂ) := by
    ext s s'
    rw [Matrix.sum_apply]
    by_cases hs : s = s'
    · subst hs
      simp [bathZ]
    · simp [bathZ, hs]
  rw [hamiltonian, h, pauliZ, Matrix.diagonal_kronecker_diagonal]
  congr 1
  funext p
  simp only [energy, Complex.ofReal_mul]

/-- Time evolution multiplies each joint basis state by its energy phase. -/
theorem propagator_eq {N : ℕ} (g : Fin N → ℝ) (t : ℝ) :
    propagator g t = Matrix.diagonal fun p =>
      Complex.exp (-(Complex.I * (t : ℂ)) * (energy g p.1 p.2 : ℂ)) := by
  rw [propagator, hamiltonian_eq, ← Matrix.diagonal_smul, Matrix.exp_diagonal]
  congr 1
  funext p
  rw [Pi.exp_apply]
  exact (congrFun Complex.exp_eq_exp_ℂ _).symm

end

end SpinBathDephasing
```

The error:

```
Main.lean:58:6: error(lean.unknownIdentifier): Unknown identifier `Pi.exp_apply`
Main.lean:54:71: error: unsolved goals
N : ℕ
g : Fin N → ℝ
t : ℝ
p : Fin 2 × (Fin N → Fin 2)
⊢ exp (-(Complex.I * ↑t) • fun p => ↑(energy g p.1 p.2)) p = Complex.exp (-(Complex.I * ↑t) * ↑(energy g p.1 p.2))
```

What went wrong. The first message says that Lean knows no `Pi.exp_apply` here, so the rewrite has no lemma to use. The second shows the goal left open. On its left is the exponential of a whole function, evaluated at `p`; on its right is the complex exponential of a single number. The missing step is that the exponential of a function is taken pointwise.

The repair proves that step as `h`. Evaluation at `p` is a ring homomorphism, `Pi.evalRingHom`, and it is continuous by `continuous_apply p`, so `NormedSpace.map_exp` lets it pass through the exponential. This gives `NormedSpace.exp v p = NormedSpace.exp (v p)` for every `v`.

The last line chains `h` with the old closing step, in which `Complex.exp_eq_exp_ℂ` identifies `Complex.exp` with the general exponential on ℂ. That step is kept, but now enters through `trans` instead of following a rewrite. The added comment only explains the code.

Fix (accepted with no message):

```diff
@@ -56,6 +56,10 @@
   congr 1
   funext p
-  rw [Pi.exp_apply]
-  exact (congrFun Complex.exp_eq_exp_ℂ _).symm
+  -- the exponential of a function is taken pointwise
+  have h : ∀ v : (Fin 2 × (Fin N → Fin 2)) → ℂ,
+      NormedSpace.exp v p = NormedSpace.exp (v p) := by
+    intro v
+    exact NormedSpace.map_exp (Pi.evalRingHom (fun _ => ℂ) p) (continuous_apply p) v
+  exact (h _).trans (congrFun Complex.exp_eq_exp_ℂ _).symm
 
 end
```
